# Integrability of the joint density of final energy and retained energy fraction for a continuous kernel and spectrum

Suppose that an initial energy y, measured in units of its maximum value, has probability density f on [0,1], and that a fraction z of it is retained, where z is independent of y and has density K on [0,1]. The final energy is x = zy, and the joint density of x and z is K(z) f(x/z)/z where 0 < x ≤ z ≤ 1, and zero elsewhere. The theorem states that this expression is integrable over the unit square with respect to Lebesgue measure whenever K and f are real-valued functions continuous on [0,1]. It doesn't need them to be nonnegative or normalised, although the reading as a probability density does.

The proof takes bounds A and B on the absolute values of K and f. Since x ≤ z, the factor 1/z is at most x^(-1/2) z^(-1/2), so the absolute value of the expression is at most A B x^(-1/2) z^(-1/2). This comparison function is integrable over the unit square because it is a constant times a product of two functions of one variable, each integrable on (0,1].

This version doesn't compile in Lean 4 with Mathlib:

```lean
import Mathlib

open MeasureTheory Set

namespace EmissionIntegrable

noncomputable section

/-- The kinematic region `0 < x ≤ z ≤ 1` of pairs `(x, z)`. -/
def region : Set (ℝ × ℝ) := {p | 0 < p.1 ∧ p.1 ≤ p.2 ∧ p.2 ≤ 1}

/-- The joint density of final energy `x` and retained fraction `z`, set to zero outside
the kinematic region `0 < x ≤ z ≤ 1`. -/
def emission (K f : ℝ → ℝ) : ℝ × ℝ → ℝ :=
  region.indicator fun p => K p.2 * f (p.1 / p.2) / p.2

/-- For a kernel and a spectrum continuous on `[0,1]`, the joint density is integrable over
the unit square. -/
theorem emission_integrable {K f : ℝ → ℝ} (hK : ContinuousOn K (Icc 0 1))
    (hf : ContinuousOn f (Icc 0 1)) :
    Integrable (emission K f)
      ((volume.restrict (Ioc (0 : ℝ) 1)).prod (volume.restrict (Ioc (0 : ℝ) 1))) := by
  obtain ⟨A, hA⟩ := isCompact_Icc.exists_bound_of_continuousOn hK
  obtain ⟨B, hB⟩ := isCompact_Icc.exists_bound_of_continuousOn hf
  have hr : Integrable (fun x : ℝ => x ^ (-(1 / 2) : ℝ)) (volume.restrict (Ioc (0 : ℝ) 1)) :=
    (intervalIntegrable_iff_integrableOn_Ioc_of_le zero_le_one).1
      (intervalIntegral.intervalIntegrable_rpow' (by norm_num))
  have hreg : MeasurableSet region :=
    (measurableSet_lt measurable_const measurable_fst).inter
      ((measurableSet_le measurable_fst measurable_snd).inter
        (measurableSet_le measurable_snd measurable_const))
  have hquot : ∀ p ∈ region, p.1 / p.2 ∈ Icc (0 : ℝ) 1 := fun p hp =>
    ⟨div_nonneg hp.1.le (hp.1.le.trans hp.2.1),
      (div_le_one (hp.1.trans_le hp.2.1)).2 hp.2.1⟩
  have hne : ∀ p ∈ region, p.2 ≠ 0 := fun p hp => (hp.1.trans_le hp.2.1).ne'
  have hsnd : ∀ p ∈ region, p.2 ∈ Icc (0 : ℝ) 1 := fun p hp =>
    ⟨hp.1.le.trans hp.2.1, hp.2.2⟩
  have hcont : ContinuousOn (fun p : ℝ × ℝ => K p.2 * f (p.1 / p.2) / p.2) region :=
    ((hK.comp continuousOn_snd hsnd).mul
      (hf.comp (continuousOn_fst.div continuousOn_snd hne) hquot)).div continuousOn_snd hne
  -- the singularity `1/z` is dominated by `x^(-1/2) z^(-1/2)` because `x ≤ z`
  refine ((hr.mul_prod hr).const_mul (A * B)).mono
    ((aestronglyMeasurable_indicator_iff hreg).2 (hcont.aestronglyMeasurable hreg))
    (Filter.Eventually.of_forall fun p => ?_)
  by_cases hp : p ∈ region
  · have hz : 0 < p.2 := hp.1.trans_le hp.2.1
    have h1 := hA _ (hsnd p hp)
    have h2 := hB _ (hquot p hp)
    have hA0 : 0 ≤ A := (norm_nonneg _).trans h1
    have hB0 : 0 ≤ B := (norm_nonneg _).trans h2
    have h3 : p.2 ^ (-(1 / 2) : ℝ) ≤ p.1 ^ (-(1 / 2) : ℝ) :=
      Real.rpow_le_rpow_of_exponent_nonpos hp.1 hp.2.1 (by norm_num)
    have h4 : p.2⁻¹ = p.2 ^ (-(1 / 2) : ℝ) * p.2 ^ (-(1 / 2) : ℝ) := by
      rw [← Real.rpow_add hz, ← Real.rpow_neg_one]
      norm_num
    have h5 : 0 ≤ p.2 ^ (-(1 / 2) : ℝ) := Real.rpow_nonneg hz.le _
    rw [emission, indicator_of_mem hp]
    refine le_trans ?_ (Real.le_norm_self _)
    rw [norm_div, norm_mul, Real.norm_of_nonneg hz.le, div_eq_mul_inv, h4]
    gcongr
  · rw [emission, indicator_of_notMem hp, norm_zero]
    exact norm_nonneg _

end

end EmissionIntegrable
```

The error:

```
Main.lean:52:6: error(lean.unknownIdentifier): Unknown constant `Real.rpow_le_rpow_of_exponent_nonpos`
```

Diagnosis. The message says that Lean found no constant called `Real.rpow_le_rpow_of_exponent_nonpos`. The name is used to prove `h3`, the inequality z^(-1/2) ≤ x^(-1/2), where x is `p.1` and z is `p.2`. The failure is one of name lookup, and the inequality itself is sound: raising positive numbers to a fixed nonpositive power turns x ≤ z into z^(-1/2) ≤ x^(-1/2), and here 0 < x ≤ z.

The repair puts `Real.rpow_le_rpow_of_nonpos` in place of the missing name. This lemma exists and gives the required inequality from the same three arguments in the same order: `hp.1` for 0 < x, `hp.2.1` for x ≤ z, and `by norm_num` for the sign of the exponent -1/2. Nothing else in the proof had to change.

The repair, with which the file compiles:

```diff
@@ -50,5 +50,5 @@
     have hB0 : 0 ≤ B := (norm_nonneg _).trans h2
     have h3 : p.2 ^ (-(1 / 2) : ℝ) ≤ p.1 ^ (-(1 / 2) : ℝ) :=
-      Real.rpow_le_rpow_of_exponent_nonpos hp.1 hp.2.1 (by norm_num)
+      Real.rpow_le_rpow_of_nonpos hp.1 hp.2.1 (by norm_num)
     have h4 : p.2⁻¹ = p.2 ^ (-(1 / 2) : ℝ) * p.2 ^ (-(1 / 2) : ℝ) := by
       rw [← Real.rpow_add hz, ← Real.rpow_neg_one]
```
